# Bloch occupations on a finite ring are idempotent exactly when their lattice blocks reproduce themselves under convolution

A periodic calculation produces orbital occupations one crystal momentum at a time. An intersite Hubbard $V$ correction coupling atoms in different cells is written with them in another form, as occupations between orbitals in those cells. Hermiticity and idempotency are easy to state at each momentum, and the problems below ask what they become in the cell picture.

The crystal is a one-dimensional ring of $L\ge 1$ cells. Both the momentum label $k$ (momentum $2\pi k/L$ in units of the inverse cell length) and the cell separation $R$ are integers modulo $L$, elements of `ZMod L`. The occupation $n(k)$ is any complex matrix over an orbital index `ι`; Hermiticity and idempotency are assumed only where stated. The letter $\chi$ denotes the character $\chi(a)=e^{2\pi i a/L}$, so $\chi(a+b)=\chi(a)\chi(b)$ and $\chi(-a)=\overline{\chi(a)}$.

```lean
import Mathlib

open Matrix ComplexConjugate

namespace IntersiteOccupation

noncomputable section

variable {L : ℕ} [NeZero L] {ι : Type*}

local notation "χ" => (ZMod.stdAddChar (N := L))
```

The block between orbitals $R$ cells apart, `siteBlock n R` in the code, is written $N(R)$:

$$N(R)=\frac1L\sum_k e^{2\pi i kR/L}\,n(k).$$

The sign of the phase is a convention. The factor $1/L$ makes $N(0)$ the average of $n(k)$ over the momenta, and the convolution rule in (k) relies on it. Atoms sharing a cell all sit inside $N(0)$, so "on-site" below means "within one cell" and "intersite" means "between cells".

```lean
/-- The occupation block between orbitals separated by `R` cells, `N(R) = (1/L) ∑ₖ exp(2πi k R / L)
n(k)`, on a ring of `L` cells. -/
def siteBlock (n : ZMod L → Matrix ι ι ℂ) (R : ZMod L) : Matrix ι ι ℂ :=
  (L : ℂ)⁻¹ • ∑ k : ZMod L,
    Complex.exp (2 * Real.pi * Complex.I * (k.val * R.val) / L) • n k
```

## (a) The phase as a character

Show that the phase depends only on the product $kR$ modulo $L$:

$$e^{2\pi i kR/L}=\chi(kR).$$

**Solution.** On the left, $k$ and $R$ are representatives between $0$ and $L-1$. Changing their product by $aL$, with $a$ an integer, multiplies the exponential by $e^{2\pi i a}=1$. The proof evaluates the character at the integer `k.val * R.val`.

```lean
/-- The Bloch phase `exp(2πi k R / L)` is the standard character of the ring of cells
at `k R`. -/
theorem bloch_phase (k R : ZMod L) :
    Complex.exp (2 * Real.pi * Complex.I * (k.val * R.val) / L) = χ (k * R) := by
  have h := ZMod.stdAddChar_coe (N := L) ((k.val : ℤ) * (R.val : ℤ))
  simp only [Int.cast_mul, Int.cast_natCast, ZMod.natCast_zmod_val] at h
  exact h.symm
```

## (b) Blocks in terms of the character

Rewrite the definition as

$$N(R)=\frac1L\sum_k\chi(kR)\,n(k).$$

**Solution.** Substitute (a) in each term.

```lean
private lemma siteBlock_eq (n : ZMod L → Matrix ι ι ℂ) (R : ZMod L) :
    siteBlock n R = (L : ℂ)⁻¹ • ∑ k : ZMod L, χ (k * R) • n k := by
  simp only [siteBlock, bloch_phase]
```

## (c) Matrix entries of a block

For orbitals $i,j$, show that

$$N(R)_{ij}=\frac1L\sum_k\chi(kR)\,n(k)_{ij}.$$

**Solution.** Sums and scalar multiples of matrices are taken entry by entry.

```lean
private lemma siteBlock_apply (n : ZMod L → Matrix ι ι ℂ) (R : ZMod L) (i j : ι) :
    siteBlock n R i j = (L : ℂ)⁻¹ * ∑ k : ZMod L, χ (k * R) * n k i j := by
  simp only [siteBlock_eq, Matrix.smul_apply, Matrix.sum_apply, smul_eq_mul]
```

## (d) Orthogonality of the phases

Sum the phases over all cells:

$$\sum_R\chi(Rk)=\begin{cases}L,&k=0,\\0,&k\ne0.\end{cases}$$

**Solution.** For $k=0$ every term is $1$. Otherwise $z=\chi(k)\neq1$ while $z^L=1$, and the geometric sum is $(z^L-1)/(z-1)=0$. Lean takes this from Mathlib's character sum, where primitivity of $\chi$ supplies the non-trivial phase.

```lean
private lemma phase_sum (k : ZMod L) :
    ∑ R : ZMod L, χ (R * k) = if k = 0 then (L : ℂ) else 0 := by
  rw [AddChar.sum_mulShift k (ZMod.isPrimitive_stdAddChar L)]
  split_ifs <;> simp [ZMod.card]
```

## (e) Recovering the Bloch occupation

Invert the transform:

$$n(k)=\sum_R\chi(-kR)\,N(R).$$

**Solution.** Insert (c), with summation momentum $q$, and exchange the sums:

$$\sum_R\chi(-kR)N(R)_{ij}=\sum_q\frac1L\Big[\sum_R\chi(R(q-k))\Big]n(q)_{ij}=n(k)_{ij}.$$

By (d) the bracket is $L$ at $q=k$ and zero elsewhere. The `calc` block reads this chain from right to left.

```lean
/-- The occupation at crystal momentum `k` is recovered from the lattice blocks by
summing them with the inverse Bloch phases. -/
theorem bloch_inversion (n : ZMod L → Matrix ι ι ℂ) (k : ZMod L) :
    n k = ∑ R : ZMod L, χ (-(k * R)) • siteBlock n R := by
  have hL : (L : ℂ) ≠ 0 := Nat.cast_ne_zero.2 (NeZero.ne L)
  ext i j
  simp only [Matrix.sum_apply, Matrix.smul_apply, smul_eq_mul, siteBlock_apply]
  calc n k i j
      = ∑ q : ZMod L, (L : ℂ)⁻¹ * (∑ R : ZMod L, χ (R * (q - k))) * n q i j := by
        simp only [phase_sum, sub_eq_zero]
        simp [hL]
    _ = _ := by
        simp only [Finset.mul_sum, Finset.sum_mul]
        rw [Finset.sum_comm]
        refine Finset.sum_congr rfl fun R _ => Finset.sum_congr rfl fun q _ => ?_
        have h : χ (R * (q - k)) = χ (-(k * R)) * χ (q * R) := by
          rw [← AddChar.map_add_eq_mul]
          congr 1
          ring
        rw [h]
        ring
```

## (f) Blocks determine occupations

Let $m(k)$ be a second family with blocks $M(R)$. Show that

$$N(R)=M(R)\ \text{for all }R\quad\Longrightarrow\quad n(k)=m(k)\ \text{for all }k.$$

**Solution.** Write both sides with (e); the right-hand sides agree term by term.

```lean
private lemma eq_of_siteBlock_eq {n m : ZMod L → Matrix ι ι ℂ}
    (h : ∀ R, siteBlock n R = siteBlock m R) (k : ZMod L) : n k = m k := by
  rw [bloch_inversion n k, bloch_inversion m k]
  simp only [h]
```

## (g) Blocks of the adjoint family

Find the blocks of $n(k)^\dagger$:

$$\frac1L\sum_k\chi(kR)\,n(k)^\dagger=N(-R)^\dagger.$$

**Solution.** Since $\chi(kR)=\overline{\chi(-kR)}$, the left side is the adjoint of $\frac1L\sum_k\chi(-kR)n(k)=N(-R)$. Lean does the same conjugation on entries.

```lean
private lemma siteBlock_conjTranspose (n : ZMod L → Matrix ι ι ℂ) (R : ZMod L) :
    siteBlock (fun k => (n k)ᴴ) R = (siteBlock n (-R))ᴴ := by
  ext i j
  simp only [Matrix.conjTranspose_apply, siteBlock_apply, ← starRingEnd_apply, map_mul,
    map_sum, map_inv₀, map_natCast, mul_neg, AddChar.map_neg_eq_conj, Complex.conj_conj]
```

## (h) Hermiticity in the cell picture

Show that

$$n(k)^\dagger=n(k)\ \text{for all }k\iff N(-R)=N(R)^\dagger\ \text{for all }R.$$

**Solution.** If every $n(k)$ is Hermitian, (g) at $-R$ reads $N(-R)=N(R)^\dagger$. Conversely, the blocks of $n(k)^\dagger$ are $N(-R)^\dagger=N(R)^{\dagger\dagger}=N(R)$. The families $n^\dagger$ and $n$ then have equal blocks, and (f) makes them equal.

```lean
/-- The occupations are Hermitian at every `k` exactly when the block at `-R` is the
conjugate transpose of the block at `R`, for every `R`. -/
theorem hermitian_iff (n : ZMod L → Matrix ι ι ℂ) :
    (∀ k, (n k).IsHermitian) ↔ ∀ R, siteBlock n (-R) = (siteBlock n R)ᴴ := by
  constructor
  · intro h R
    have e := siteBlock_conjTranspose n (-R)
    have hn : (fun k => (n k)ᴴ) = n := funext fun k => (h k).eq
    rwa [hn, neg_neg] at e
  · intro h k
    refine eq_of_siteBlock_eq (n := fun k => (n k)ᴴ) (m := n) (fun R => ?_) k
    rw [siteBlock_conjTranspose, h R, Matrix.conjTranspose_conjTranspose]
```

## (i) Parseval for one orbital pair

For any fixed $i,j$, show that

$$\sum_R|N(R)_{ij}|^2=\frac1L\sum_k|n(k)_{ij}|^2.$$

**Solution.** Expand the conjugated factor with (c), then resum the other with (e):

$$\sum_R\overline{N(R)_{ij}}\,N(R)_{ij}=\frac1L\sum_k\overline{n(k)_{ij}}\sum_R\chi(-kR)N(R)_{ij}=\frac1L\sum_k|n(k)_{ij}|^2.$$

Hermiticity is not used. In the proof `hs` is the expansion and `hinv` the resummation; the identity is shown for complex numbers and carried back to the reals.

```lean
/-- Parseval: for each pair of orbitals, the squared modulus of the block entry summed over all `R`
equals the average over crystal momenta of the squared modulus of the entry of `n k`. -/
theorem parseval (n : ZMod L → Matrix ι ι ℂ) (i j : ι) :
    ∑ R, ‖siteBlock n R i j‖ ^ 2 = (L : ℝ)⁻¹ * ∑ k, ‖n k i j‖ ^ 2 := by
  have hinv : ∀ k, n k i j = ∑ R : ZMod L, χ (-(k * R)) * siteBlock n R i j := by
    intro k
    have h := congrFun (congrFun (bloch_inversion n k) i) j
    simpa only [Matrix.sum_apply, Matrix.smul_apply, smul_eq_mul] using h
  have hs : ∀ R, conj (siteBlock n R i j)
      = (L : ℂ)⁻¹ * ∑ k : ZMod L, χ (-(k * R)) * conj (n k i j) := by
    intro R
    simp only [siteBlock_apply, map_mul, map_sum, map_inv₀, map_natCast,
      AddChar.map_neg_eq_conj]
  apply Complex.ofReal_injective
  push_cast
  simp only [← Complex.conj_mul']
  -- expand the conjugated block, then resum the other one over cells
  calc ∑ R, conj (siteBlock n R i j) * siteBlock n R i j
      = ∑ R : ZMod L, ∑ k : ZMod L,
          (L : ℂ)⁻¹ * (conj (n k i j) * (χ (-(k * R)) * siteBlock n R i j)) := by
        refine Finset.sum_congr rfl fun R _ => ?_
        rw [hs, Finset.mul_sum, Finset.sum_mul]
        refine Finset.sum_congr rfl fun k _ => ?_
        ring
    _ = _ := by
        rw [Finset.sum_comm, Finset.mul_sum]
        refine Finset.sum_congr rfl fun k _ => ?_
        rw [← Finset.mul_sum, ← Finset.mul_sum, ← hinv k]
```

## (j) Products become convolutions

From here on the orbital set is finite, so that matrices can be multiplied. Show that

$$\frac1L\sum_k\chi(kR)\,n(k)m(k)=\sum_{R'}N(R')\,M(R-R').$$

**Solution.** Multiply (e) for $m$ by $\chi(kR)$ and set $R'=R-S$:

$$\chi(kR)m(k)=\sum_S\chi(k(R-S))M(S)=\sum_{R'}\chi(kR')M(R-R').$$

This is `h` in the code. Insert it on the left and exchange the sums, keeping the matrix order. The factor multiplying $M(R-R')$ is $\frac1L\sum_k\chi(kR')n(k)=N(R')$.

```lean
variable [Fintype ι]

/-- Multiplying two occupations at each `k` convolves their blocks over the lattice. -/
theorem convolution (n m : ZMod L → Matrix ι ι ℂ) (R : ZMod L) :
    siteBlock (fun k => n k * m k) R = ∑ R', siteBlock n R' * siteBlock m (R - R') := by
  -- the inverse transform, shifted by `R`
  have h : ∀ k, ∑ R' : ZMod L, χ (k * R') • siteBlock m (R - R') = χ (k * R) • m k := by
    intro k
    rw [← Equiv.sum_comp (Equiv.subLeft R)]
    conv_rhs => rw [bloch_inversion m k, Finset.smul_sum]
    refine Finset.sum_congr rfl fun S _ => ?_
    have e : k * R + -(k * S) = k * (R - S) := by ring
    rw [smul_smul, ← AddChar.map_add_eq_mul, Equiv.subLeft_apply, sub_sub_cancel, e]
  calc siteBlock (fun k => n k * m k) R
      = (L : ℂ)⁻¹ • ∑ k : ZMod L, n k * (χ (k * R) • m k) := by
        simp only [siteBlock_eq, Matrix.mul_smul]
    _ = (L : ℂ)⁻¹ • ∑ k : ZMod L, n k * ∑ R' : ZMod L, χ (k * R') • siteBlock m (R - R') := by
        simp only [h]
    _ = _ := by
        simp only [Finset.mul_sum]
        rw [Finset.sum_comm, Finset.smul_sum]
        refine Finset.sum_congr rfl fun R' _ => ?_
        rw [siteBlock_eq n R', Matrix.smul_mul, Finset.sum_mul]
        simp only [Matrix.mul_smul, Matrix.smul_mul]
```

## (k) Idempotency in the cell picture

Show that

$$n(k)^2=n(k)\ \text{for all }k\iff\sum_{R'}N(R')N(R-R')=N(R)\ \text{for all }R.$$

**Solution.** By (j) with $m=n$, the convolution is the block of $n(k)^2$. If $n(k)^2=n(k)$, that block is $N(R)$. Conversely, if the blocks of $n^2$ and $n$ agree, (f) gives $n(k)^2=n(k)$. Hermiticity is again not needed.

```lean
/-- The occupations are idempotent at every `k` exactly when the lattice blocks reproduce
themselves under convolution. -/
theorem idempotent_iff (n : ZMod L → Matrix ι ι ℂ) :
    (∀ k, n k * n k = n k) ↔
      ∀ R, ∑ R', siteBlock n R' * siteBlock n (R - R') = siteBlock n R := by
  constructor
  · intro h R
    rw [← convolution, funext h]
  · intro h k
    exact eq_of_siteBlock_eq (n := fun k => n k * n k) (m := n)
      (fun R => (convolution n n R).trans (h R)) k
```

## (l) The on-site defect

Now let every $n(k)$ be Hermitian and idempotent. This describes integer filling of Bloch states in an orthonormal orbital set that spans the occupied states. Occupations projected onto a single hybridised $d$ shell generally violate it. Show that

$$N(0)-N(0)^2=\sum_{R\neq0}N(R)N(R)^\dagger.$$

**Solution.** Part (k) at $R=0$, together with (h), gives

$$N(0)=\sum_{R'}N(R')N(-R')=\sum_{R'}N(R')N(R')^\dagger.$$

Split off $R'=0$ and use $N(0)^\dagger=N(0)$. In Lean, `Finset.univ.erase 0` is the set of remaining cells.

Suppose each cell is treated as a single Hubbard site, with one $U$ for all its orbitals, and take the on-site term to be $\tfrac U2\mathrm{Tr}[N(0)-N(0)^2]$ per cell and spin. For the occupations assumed here, this penalty is $\tfrac U2$ times the total squared weight of the intersite blocks. In a cell with several atoms, the usual correction uses each atom's own diagonal block of $N(0)$ instead. The code itself contains no energy functional.

```lean
/-- For Hermitian idempotent occupations, the failure of the on-site block to be idempotent is the
sum of `siteBlock n R * (siteBlock n R)ᴴ` over all `R ≠ 0`. -/
theorem onsite_defect (n : ZMod L → Matrix ι ι ℂ) (hh : ∀ k, (n k).IsHermitian)
    (hp : ∀ k, n k * n k = n k) :
    siteBlock n 0 - siteBlock n 0 * siteBlock n 0
      = ∑ R ∈ Finset.univ.erase 0, siteBlock n R * (siteBlock n R)ᴴ := by
  have hH := (hermitian_iff n).1 hh
  have h := (idempotent_iff n).1 hp 0
  simp only [zero_sub, hH] at h
  have h0 := hH 0
  rw [neg_zero] at h0
  -- split off the on-site term of the convolution
  have h' := Finset.add_sum_erase Finset.univ
    (fun R => siteBlock n R * (siteBlock n R)ᴴ) (Finset.mem_univ 0)
  beta_reduce at h'
  rw [h, ← h0] at h'
  rw [sub_eq_iff_eq_add']
  exact h'.symm
```

## (m) When the on-site block is idempotent

Under the same two assumptions, show that

$$N(0)^2=N(0)\iff N(R)=0\ \text{for all }R\neq0.$$

**Solution.** If the intersite blocks vanish, so does the right side of (l). Conversely, if the defect is zero, its $i$-th diagonal entry reads

$$0=\sum_{S\neq0}\sum_l|N(S)_{il}|^2.$$

A sum of non-negative terms vanishes only if each term does, so every entry of every intersite block is zero. The proof obtains this sum as `hz` and applies the non-negativity argument twice, first to the cells and then to the orbitals.

```lean
/-- For Hermitian idempotent occupations, the on-site block is itself idempotent exactly when
every intersite block vanishes. -/
theorem onsite_idempotent_iff (n : ZMod L → Matrix ι ι ℂ) (hh : ∀ k, (n k).IsHermitian)
    (hp : ∀ k, n k * n k = n k) :
    siteBlock n 0 * siteBlock n 0 = siteBlock n 0 ↔ ∀ R, R ≠ 0 → siteBlock n R = 0 := by
  have hd := onsite_defect n hh hp
  constructor
  · intro h R hR
    rw [h, sub_self] at hd
    ext i j
    -- a diagonal entry of the defect is a sum of squares
    have hz : ∑ S ∈ Finset.univ.erase (0 : ZMod L), ∑ l, ‖siteBlock n S i l‖ ^ 2 = 0 := by
      apply Complex.ofReal_injective
      push_cast
      simp only [← Complex.mul_conj']
      have e := congrFun (congrFun hd.symm i) i
      simpa only [Matrix.sum_apply, Matrix.mul_apply, Matrix.conjTranspose_apply,
        Matrix.zero_apply, ← starRingEnd_apply] using e
    have h1 := (Finset.sum_eq_zero_iff_of_nonneg
      (fun S _ => Finset.sum_nonneg fun l _ => sq_nonneg _)).1 hz R
      (Finset.mem_erase.2 ⟨hR, Finset.mem_univ R⟩)
    have h2 := (Finset.sum_eq_zero_iff_of_nonneg (fun l _ => sq_nonneg _)).1 h1 j
      (Finset.mem_univ j)
    exact norm_eq_zero.1 ((pow_eq_zero_iff two_ne_zero).1 h2)
  · intro h
    rw [eq_comm, ← sub_eq_zero, hd]
    refine Finset.sum_eq_zero fun R hR => ?_
    rw [h R (Finset.ne_of_mem_erase hR), Matrix.zero_mul]
```

## (n) Filling only the zone centre

Fill every orbital at $k=0$ and none elsewhere: $n(0)=\mathbb 1$, and $n(k)=0$ for $k\neq0$.

```lean
/-- Occupations with every orbital filled at `k = 0` and empty at all other `k`. -/
def zoneCentreFilled [DecidableEq ι] (k : ZMod L) : Matrix ι ι ℂ := if k = 0 then 1 else 0
```

Check that these occupations are Hermitian and idempotent, and that

$$N(R)=\frac1L\,\mathbb 1\quad\text{for every }R.$$

**Solution.** The identity and zero matrices are both Hermitian and idempotent. Only $k=0$ contributes to the transform, with phase $\chi(0)=1$, which leaves $\mathbb 1/L$. Both sides of (l) are then $(L-1)\mathbb 1/L^2$. With at least one orbital and $L\ge2$, the on-site block is not idempotent, although every $n(k)$ is.

```lean
/-- Filling only `k = 0` gives Hermitian idempotent occupations whose block is `1/L` times
the identity at every `R`. -/
theorem zoneCentreFilled_witness [DecidableEq ι] :
    (∀ k : ZMod L, (zoneCentreFilled k : Matrix ι ι ℂ).IsHermitian) ∧
    (∀ k : ZMod L, (zoneCentreFilled k : Matrix ι ι ℂ) * zoneCentreFilled k
      = zoneCentreFilled k) ∧
    ∀ R : ZMod L, siteBlock zoneCentreFilled R = (L : ℂ)⁻¹ • (1 : Matrix ι ι ℂ) := by
  refine ⟨fun k => ?_, fun k => ?_, fun R => ?_⟩
  · unfold zoneCentreFilled
    split_ifs
    · exact Matrix.isHermitian_one
    · exact Matrix.isHermitian_zero
  · unfold zoneCentreFilled
    split_ifs <;> simp
  · rw [siteBlock_eq]
    simp [zoneCentreFilled]

end

end IntersiteOccupation
```

```lean
#print axioms IntersiteOccupation.parseval
#print axioms IntersiteOccupation.idempotent_iff
#print axioms IntersiteOccupation.onsite_idempotent_iff
```

```
'IntersiteOccupation.parseval' depends on axioms: [propext, Classical.choice, Quot.sound]
'IntersiteOccupation.idempotent_iff' depends on axioms: [propext, Classical.choice, Quot.sound]
'IntersiteOccupation.onsite_idempotent_iff' depends on axioms: [propext, Classical.choice, Quot.sound]
```
